# Euler's formula for elements that square to one, and the spin one-half rotation operator

In a complex Banach algebra, an element $A$ satisfies

$$e^{itA}=\cos t+i\sin t\,A\qquad\text{for every real } t$$

exactly when $A^2=1$. For a real unit vector $\mathbf n$ and the Pauli matrices $\boldsymbol\sigma$, this gives

$$e^{-i\theta\,\mathbf n\cdot\boldsymbol\sigma/2}=\cos\frac\theta2\,I-i\sin\frac\theta2\;\mathbf n\cdot\boldsymbol\sigma ,$$

where $\theta$ is the rotation angle and $I$ the $2\times2$ identity. It follows that a further turn by $2\pi$ reverses the sign of this operator, and that the operator is the identity only at integer multiples of $4\pi$.

## The algebra and its exponential series

```lean
import Mathlib

open Matrix Complex

namespace SpinRotationExponential

noncomputable section

section BanachAlgebra

variable {𝔸 : Type*} [NormedRing 𝔸] [NormedAlgebra ℂ 𝔸] [CompleteSpace 𝔸]
```

The `variable` line sets the scene for the general theorems. The type `𝔸` is a ring with a norm, its elements can be multiplied by complex numbers, and it is complete: Cauchy sequences converge. Bounded operators on a Hilbert space are an example. Multiplication need not commute.

```lean
/-- The exponential series of an element of a complex Banach algebra converges to its
exponential. -/
lemma exp_hasSum (x : 𝔸) :
    HasSum (fun n : ℕ => ((n.factorial : ℂ)⁻¹) • x ^ n) (NormedSpace.exp x) := by
  exact NormedSpace.exp_series_hasSum_exp' (𝕂 := ℂ) x
```

For every $x$ in the algebra,

$$\sum_{n=0}^\infty \frac{x^n}{n!}=e^x .$$

The symbol `•` is multiplication by a scalar, and `NormedSpace.exp` is Mathlib's exponential. The lemma restates a Mathlib theorem in the form needed below, with complex coefficients.

## Summing the series with two projectors

```lean
omit [CompleteSpace 𝔸] in
/-- The powers of an element with `A² = 1`, split over the two projectors `(1 ± A)/2`. -/
lemma involution_pow {A : 𝔸} (hA : A * A = 1) (n : ℕ) :
    A ^ n = (1 / 2 : ℂ) • (1 + A) + ((-1 : ℂ) ^ n / 2) • (1 - A) := by
  induction n with
  | zero => rw [pow_zero, pow_zero]; module
  | succ n ih =>
    rw [pow_succ, ih, add_mul, smul_mul_assoc, smul_mul_assoc, add_mul, sub_mul, one_mul, hA]
    module
```

The hypothesis `hA` says $A^2=1$. Put $P_\pm=(1\pm A)/2$. The lemma reads

$$A^n=P_++(-1)^nP_- .$$

At $n=0$ the right side is $P_++P_-=1$. For the induction step, multiply by $A$ on the right. Since $A^2=1$,

$$(1+A)A=1+A,\qquad (1-A)A=-(1-A),$$

so $P_+$ is unchanged and $P_-$ changes sign, which turns $(-1)^n$ into $(-1)^{n+1}$. In Lean, `ih` is the induction hypothesis, the rewriting expands the products and inserts `hA`, and the tactic `module` checks the remaining linear identity. The `omit` line records that completeness is not needed for this algebraic step.

```lean
/-- If `A² = 1`, then `exp(zA) = cosh z + sinh z A` for every complex number `z`. -/
theorem exp_smul_involution {A : 𝔸} (hA : A * A = 1) (z : ℂ) :
    NormedSpace.exp (z • A) = Complex.cosh z • (1 : 𝔸) + Complex.sinh z • A := by
  have h1 := exp_hasSum (z • A)
  -- one scalar exponential series for each projector
  have h2 := ((exp_hasSum z).smul_const ((1 / 2 : ℂ) • (1 + A))).add
    ((exp_hasSum (-z)).smul_const ((1 / 2 : ℂ) • (1 - A)))
  have hfun : (fun n : ℕ => ((n.factorial : ℂ)⁻¹) • (z • A) ^ n) =
      fun n : ℕ => (((n.factorial : ℂ)⁻¹) • z ^ n) • ((1 / 2 : ℂ) • (1 + A)) +
        (((n.factorial : ℂ)⁻¹) • (-z) ^ n) • ((1 / 2 : ℂ) • (1 - A)) := by
    funext n
    rw [smul_pow, involution_pow hA n, neg_pow z n]
    simp only [smul_eq_mul]
    module
  rw [hfun] at h1
  have h := h1.unique h2
  rw [h, ← Complex.exp_eq_exp_ℂ, Complex.cosh, Complex.sinh]
  module
```

For every complex $z$,

$$e^{zA}=\cosh z+\sinh z\,A .$$

By hand, the previous lemma gives $(zA)^n=z^nP_++(-z)^nP_-$. Dividing by $n!$ and summing leaves one scalar series for each projector:

$$e^{zA}=e^zP_++e^{-z}P_-=\frac{e^z+e^{-z}}2+\frac{e^z-e^{-z}}2\,A .$$

The two fractions are $\cosh z$ and $\sinh z$.

The proof turns on the Mathlib predicate `HasSum`. The statement `HasSum f a` says that the series with terms `f` converges to `a` in whatever order the terms are taken, so convergence and limit travel together through the argument. Such statements can be combined: `.smul_const` multiplies a convergent scalar series by a fixed algebra element, and `.add` adds two convergent series term by term.

Here `h1` says that the series for $zA$ converges to $e^{zA}$, and `h2` says that the two projector series together converge to $e^zP_++e^{-z}P_-$. The equation `hfun` shows that the terms agree for each $n$. Then `h1.unique h2` concludes that the limits agree, because a series in a normed space has at most one limit. No infinite sum is ever rearranged: the only manipulation of terms takes place at fixed $n$.

```lean
/-- If `A² = 1`, then `exp(i t A) = cos t + i sin t A` for every real `t`. -/
theorem exp_I_smul_involution {A : 𝔸} (hA : A * A = 1) (t : ℝ) :
    NormedSpace.exp ((I * (t : ℂ)) • A) =
      (Real.cos t : ℂ) • (1 : 𝔸) + (I * (Real.sin t : ℂ)) • A := by
  rw [mul_comm I (t : ℂ), exp_smul_involution hA, Complex.cosh_mul_I, Complex.sinh_mul_I,
    Complex.ofReal_cos, Complex.ofReal_sin, mul_comm I]
```

Set $z=it$ with $t$ real. Since $\cosh(it)=\cos t$ and $\sinh(it)=i\sin t$, the previous result becomes

$$e^{itA}=\cos t+i\sin t\,A .$$

The notation `(t : ℂ)` regards the real number `t` as a complex one, and the rewriting substitutes the two identities. Nothing here requires $A$ to be Hermitian; a non-Hermitian $A$ with $A^2=1$ obeys the same formula.

## The converse

```lean
/-- The formula `exp(i t A) = cos t + i sin t A` holds for all real `t` exactly when
`A² = 1`. -/
theorem exp_I_smul_iff_involution (A : 𝔸) :
    (∀ t : ℝ, NormedSpace.exp ((I * (t : ℂ)) • A) =
      (Real.cos t : ℂ) • (1 : 𝔸) + (I * (Real.sin t : ℂ)) • A) ↔ A * A = 1 := by
  refine ⟨fun h => ?_, fun hA t => exp_I_smul_involution hA t⟩
  let : NormedAlgebra ℚ 𝔸 := NormedAlgebra.restrictScalars ℚ ℂ 𝔸
  -- a quarter turn gives `iA`, a half turn gives `-1`
  have h1 := h (Real.pi / 2)
  have h2 := h Real.pi
  simp only [Real.cos_pi_div_two, Real.sin_pi_div_two, Real.cos_pi, Real.sin_pi,
    Complex.ofReal_zero, Complex.ofReal_one, Complex.ofReal_neg, mul_one, mul_zero,
    zero_smul, zero_add, add_zero, neg_smul, one_smul] at h1 h2
  have hs : (I * (Real.pi : ℂ)) • A =
      (I * ((Real.pi / 2 : ℝ) : ℂ)) • A + (I * ((Real.pi / 2 : ℝ) : ℂ)) • A := by
    rw [← add_smul]
    congr 1
    push_cast
    ring
  -- two quarter turns make a half turn
  rw [hs, NormedSpace.exp_add_of_commute (Commute.refl _), h1, smul_mul_smul_comm,
    Complex.I_mul_I, neg_smul, one_smul] at h2
  exact neg_inj.mp h2

end BanachAlgebra
```

The symbol `↔` means "if and only if", and `∀ t : ℝ` means "for every real $t$". One direction is the preceding theorem. For the other, suppose that the formula holds for every real $t$. At $t=\pi/2$ and $t=\pi$ it gives

$$e^{i\pi A/2}=iA,\qquad e^{i\pi A}=-1 .$$

The exponent $i\pi A$ is twice $i\pi A/2$, and an element commutes with itself, so the exponentials multiply:

$$-1=e^{i\pi A}=\left(e^{i\pi A/2}\right)^2=(iA)^2=-A^2 .$$

Hence $A^2=1$. In the code, `h1` and `h2` are the two special values after simplification, and `hs` splits the exponent into equal halves. The theorem `NormedSpace.exp_add_of_commute` turns the exponential of the sum into a product, and `neg_inj` removes the minus signs.

## Matrices of any finite size

```lean
/-- For a complex square matrix of any size with `A² = 1`,
`exp(i t A) = cos t + i sin t A`. -/
theorem matrix_exp_involution {m : Type*} [Fintype m] [DecidableEq m]
    {A : Matrix m m ℂ} (hA : A * A = 1) (t : ℝ) :
    NormedSpace.exp ((I * (t : ℂ)) • A) =
      (Real.cos t : ℂ) • (1 : Matrix m m ℂ) + (I * (Real.sin t : ℂ)) • A := by
  let : NormedRing (Matrix m m ℂ) := Matrix.linftyOpNormedRing
  let : NormedAlgebra ℂ (Matrix m m ℂ) := Matrix.linftyOpNormedAlgebra
  exact exp_I_smul_involution hA t
```

The type `Matrix m m ℂ` contains the complex square matrices whose rows and columns are labelled by the finite set `m`. The formula is the same as before, with `1` now the identity matrix.

Matrices can be given several norms, and Mathlib does not select one by default. The two `let` lines choose, inside the proof, the operator norm given by the largest row sum of absolute values. That makes the matrices a Banach algebra, and the general theorem applies. The choice does not appear in the statement.

A tensor product of Pauli matrices also squares to one, so in quantum simulation on a finite number of qubits the theorem gives the closed form for the exponential of a single such product. A weighted sum of several products need not square to one, though some do, such as $\mathbf n\cdot\boldsymbol\sigma$ below for a unit vector $\mathbf n$.

## Pauli matrices and the rotation operator

```lean
/-- The three Pauli matrices, in the order x, y, z. -/
def pauli : Fin 3 → Matrix (Fin 2) (Fin 2) ℂ :=
  ![!![0, 1; 1, 0], !![0, -I; I, 0], !![1, 0; 0, -1]]
```

The index type `Fin 3` has the elements $0,1,2$, which stand for $x,y,z$:

$$\sigma_0=\begin{pmatrix}0&1\\1&0\end{pmatrix},\quad
\sigma_1=\begin{pmatrix}0&-i\\i&0\end{pmatrix},\quad
\sigma_2=\begin{pmatrix}1&0\\0&-1\end{pmatrix}.$$

Thus $\sigma_0$ is the usual $\sigma_x$, not the identity matrix that some texts denote by that symbol. The basis is the one in which $\sigma_z$ is diagonal.

```lean
/-- The matrix `n·σ` for a real vector `n`. -/
def pauliDot (n : Fin 3 → ℝ) : Matrix (Fin 2) (Fin 2) ℂ :=
  ∑ k, (n k : ℂ) • pauli k
```

A real vector is a function `n : Fin 3 → ℝ` with components $n_0,n_1,n_2$, and

$$\mathbf n\cdot\boldsymbol\sigma=\sum_{k=0}^{2}n_k\sigma_k .$$

The definition accepts vectors of any length; the unit condition enters later as a hypothesis.

```lean
/-- The spin one-half rotation operator `exp(-iθ n·σ/2)`. -/
def spinRotation (n : Fin 3 → ℝ) (θ : ℝ) : Matrix (Fin 2) (Fin 2) ℂ :=
  NormedSpace.exp ((-(I * (θ : ℂ) / 2)) • pauliDot n)
```

The rotation operator is defined as the exponential

$$U(\mathbf n,\theta)=e^{-i\theta\,\mathbf n\cdot\boldsymbol\sigma/2},$$

so its trigonometric form remains to be proved. The factor one half comes from the spin operator $\mathbf S=\boldsymbol\sigma/2$ in units with $\hbar=1$, and the minus sign is the usual convention for rotating the state. How $U$ acts on vectors in three-dimensional space is a separate question that the theorems below leave open.

For one spin one-half in a constant magnetic field along $\mathbf n$, with no other interaction, the time evolution operator has this form with $\theta$ proportional to time.

```lean
/-- The Pauli matrix `σₓ` squares to one and is neither `1` nor `-1`. -/
theorem involution_witness :
    pauli 0 * pauli 0 = 1 ∧ pauli 0 ≠ 1 ∧ pauli 0 ≠ -1 := by
  refine ⟨?_, fun h => ?_, fun h => ?_⟩
  · ext i j
    fin_cases i <;> fin_cases j <;> simp [pauli, Matrix.mul_apply, Fin.sum_univ_two]
  · have h01 := congrFun (congrFun h 0) 1
    simp [pauli] at h01
  · have h01 := congrFun (congrFun h 0) 1
    simp [pauli] at h01
```

The symbol `∧` joins three claims: $\sigma_x^2=1$, $\sigma_x\neq1$ and $\sigma_x\neq-1$. The condition $A^2=1$ therefore covers more than the two elements $\pm1$, for which the formula is just the scalar Euler formula. The square is checked entry by entry. The inequalities follow from the upper right entry, which is $1$ for $\sigma_x$ and $0$ for $\pm1$.

```lean
/-- The entries of `n·σ`. -/
lemma pauliDot_eq (n : Fin 3 → ℝ) :
    pauliDot n = !![(n 2 : ℂ), n 0 - I * n 1; n 0 + I * n 1, -(n 2 : ℂ)] := by
  ext i j
  fin_cases i <;> fin_cases j <;> simp [pauliDot, pauli, Fin.sum_univ_three] <;> ring
```

Adding the three weighted matrices gives

$$\mathbf n\cdot\boldsymbol\sigma=\begin{pmatrix}n_2&n_0-in_1\\n_0+in_1&-n_2\end{pmatrix}.$$

The command `ext i j` reduces equality of matrices to equality of entries, and `fin_cases` goes through the four positions.

```lean
/-- The square of `n·σ` is `n·n` times the identity. -/
theorem pauliDot_mul_self (n : Fin 3 → ℝ) :
    pauliDot n * pauliDot n = ((n ⬝ᵥ n : ℝ) : ℂ) • (1 : Matrix (Fin 2) (Fin 2) ℂ) := by
  rw [pauliDot_eq]
  ext i j
  fin_cases i <;> fin_cases j <;>
    simp [Matrix.mul_apply, Fin.sum_univ_two, dotProduct, Fin.sum_univ_three] <;>
    first
      | ring1
      | linear_combination (-(n 1 : ℂ) ^ 2) * Complex.I_sq
```

The notation `n ⬝ᵥ n` is the dot product $\mathbf n\cdot\mathbf n$, and the theorem reads

$$(\mathbf n\cdot\boldsymbol\sigma)^2=(\mathbf n\cdot\mathbf n)\,I .$$

Squaring the matrix above, each diagonal entry is

$$n_2^2+(n_0-in_1)(n_0+in_1)=n_0^2+n_1^2+n_2^2 .$$

The upper right entry is $n_2(n_0-in_1)-(n_0-in_1)n_2=0$, and the lower left one vanishes in the same way. Lean follows this calculation. The tactic `ring1` settles entries that need only commutative algebra, while `linear_combination` supplies $i^2=-1$ where it is needed.

## The closed form and the period of $4\pi$

```lean
/-- For a unit vector `n`, `exp(-iθ n·σ/2) = cos(θ/2) I - i sin(θ/2) n·σ`. -/
theorem spinRotation_eq {n : Fin 3 → ℝ} (hn : n ⬝ᵥ n = 1) (θ : ℝ) :
    spinRotation n θ = (Real.cos (θ / 2) : ℂ) • (1 : Matrix (Fin 2) (Fin 2) ℂ) -
      (I * (Real.sin (θ / 2) : ℂ)) • pauliDot n := by
  have hA : pauliDot n * pauliDot n = 1 := by
    rw [pauliDot_mul_self, hn, Complex.ofReal_one, one_smul]
  have h := matrix_exp_involution hA (-(θ / 2))
  have e : I * ((-(θ / 2) : ℝ) : ℂ) = -(I * (θ : ℂ) / 2) := by
    push_cast
    ring
  rw [e, Real.cos_neg, Real.sin_neg] at h
  rw [spinRotation, h, Complex.ofReal_neg, mul_neg, neg_smul, sub_eq_add_neg]
```

The hypothesis `hn` says that $\mathbf n$ is a unit vector. Then $(\mathbf n\cdot\boldsymbol\sigma)^2=I$, which is `hA` in the proof. Apply the matrix formula with $A=\mathbf n\cdot\boldsymbol\sigma$ and $t=-\theta/2$:

$$U(\mathbf n,\theta)=\cos\left(-\frac\theta2\right)I+i\sin\left(-\frac\theta2\right)\mathbf n\cdot\boldsymbol\sigma
=\cos\frac\theta2\,I-i\sin\frac\theta2\;\mathbf n\cdot\boldsymbol\sigma .$$

The equation `e` matches the exponent $it$ with the one in the definition of $U$, and `Real.cos_neg` and `Real.sin_neg` express that cosine is even and sine odd.

```lean
/-- For a unit vector `n`, increasing the rotation angle by `2π` reverses the sign of the spin
rotation operator. -/
theorem spinRotation_add_two_pi {n : Fin 3 → ℝ} (hn : n ⬝ᵥ n = 1) (θ : ℝ) :
    spinRotation n (θ + 2 * Real.pi) = -spinRotation n θ := by
  have e : (θ + 2 * Real.pi) / 2 = θ / 2 + Real.pi := by ring
  rw [spinRotation_eq hn, spinRotation_eq hn, e, Real.cos_add_pi, Real.sin_add_pi,
    Complex.ofReal_neg, Complex.ofReal_neg]
  module
```

Adding $2\pi$ to $\theta$ adds $\pi$ to the half angle. Both functions change sign,

$$\cos\left(\frac\theta2+\pi\right)=-\cos\frac\theta2,\qquad
\sin\left(\frac\theta2+\pi\right)=-\sin\frac\theta2,$$

and therefore $U(\mathbf n,\theta+2\pi)=-U(\mathbf n,\theta)$. The proof puts the closed form on both sides, uses these two identities, and leaves the linear algebra to `module`.

```lean
/-- The spin rotation operator about a unit vector is the identity exactly when the angle is
an integer multiple of `4π`. -/
theorem spinRotation_eq_one_iff {n : Fin 3 → ℝ} (hn : n ⬝ᵥ n = 1) (θ : ℝ) :
    spinRotation n θ = 1 ↔ ∃ k : ℤ, θ = 4 * Real.pi * k := by
  rw [spinRotation_eq hn]
  constructor
  · intro h
    -- the real part of the upper left entry is the cosine
    have key : ∀ c s : ℝ, (c : ℂ) • (1 : Matrix (Fin 2) (Fin 2) ℂ) -
        (I * (s : ℂ)) • pauliDot n = 1 → c = 1 := by
      intro c s hcs
      have h0 := congrArg (fun M : Matrix (Fin 2) (Fin 2) ℂ => (M 0 0).re) hcs
      simpa [pauliDot_eq] using h0
    obtain ⟨k, hk⟩ := (Real.cos_eq_one_iff _).1 (key _ _ h)
    exact ⟨k, by linear_combination (-2) * hk⟩
  · rintro ⟨k, rfl⟩
    have hc : Real.cos (4 * Real.pi * k / 2) = 1 :=
      (Real.cos_eq_one_iff _).2 ⟨k, by ring⟩
    have hs : Real.sin (4 * Real.pi * k / 2) = 0 := by
      have h := Real.sin_sq_add_cos_sq (4 * Real.pi * k / 2)
      rw [hc] at h
      exact (pow_eq_zero_iff two_ne_zero).1 (by linarith)
    rw [hc, hs]
    simp

end

end SpinRotationExponential
```

The expression `∃ k : ℤ` means "there is an integer $k$", so the theorem says

$$U(\mathbf n,\theta)=I\iff\theta=4\pi k\ \text{ for some integer } k .$$

Suppose first that $U(\mathbf n,\theta)=I$. The upper left entry of the closed form is $\cos(\theta/2)-i\,n_2\sin(\theta/2)$. Its real part must equal $1$, so $\cos(\theta/2)=1$. This means $\theta/2=2\pi k$, or $\theta=4\pi k$. The auxiliary claim `key` extracts this real part for arbitrary real numbers $c$ and $s$ in place of the cosine and sine.

Conversely, let $\theta=4\pi k$. Then $\cos(\theta/2)=\cos(2\pi k)=1$, which is `hc`. The identity $\sin^2+\cos^2=1$ forces $\sin(\theta/2)=0$, which is `hs`. With these two values the closed form reduces to $I$.

```lean
#print axioms SpinRotationExponential.exp_I_smul_iff_involution
-- 'SpinRotationExponential.exp_I_smul_iff_involution' depends on axioms: [propext, Classical.choice, Quot.sound]
#print axioms SpinRotationExponential.spinRotation_add_two_pi
-- 'SpinRotationExponential.spinRotation_add_two_pi' depends on axioms: [propext, Classical.choice, Quot.sound]
#print axioms SpinRotationExponential.spinRotation_eq_one_iff
-- 'SpinRotationExponential.spinRotation_eq_one_iff' depends on axioms: [propext, Classical.choice, Quot.sound]
```
